# Eliminating massless bond charges that are joined by springs couples the ions of a harmonic chain at every distance

Take three ions with a bond charge in each gap. Each charge is tied to its two ions by springs k, and the two charges to each other by a spring g. Displace ion 0 by one unit and hold ions 1 and 2 fixed. The charges have no mass, so they settle where no force acts on them:

k(1 − b₀) − k b₀ + g(b₁ − b₀) = 0
−2k b₁ + g(b₀ − b₁) = 0

The solution has b₁ = g/(4(k + g)), so ion 2 feels the force k b₁ = kg/(4(k + g)). No spring joins ions 0 and 2, yet eliminating the charges has coupled them. In the infinite chain this happens at every distance.

## The infinite chain

```lean
import Mathlib

namespace BondChargeChain

noncomputable section
```

Ion n has displacement u_n, and the charge between ions n and n + 1 has displacement b_n. Hooke's law gives the force on a charge,

```lean
/-- Force on the bond charge between ions `n` and `n + 1`, from its two ions (spring `k`)
and its two neighbouring charges (spring `g`). -/
def chargeForce (k g : ℝ) (u b : ℤ → ℂ) (n : ℤ) : ℂ :=
  k * (u n - b n) + k * (u (n + 1) - b n) + g * (b (n + 1) - b n) + g * (b (n - 1) - b n)
```

and the force on an ion, which has no direct spring to other ions.

```lean
/-- Force on ion `n` from the bond charges on its right and left. -/
def ionForce (k : ℝ) (u b : ℤ → ℂ) (n : ℤ) : ℂ :=
  k * (b n - u n) + k * (b (n - 1) - u n)
```

Displacements are complex plane waves with lattice constant one. The forces are linear with real coefficients, so real parts give the physical motion. The ions have amplitude U and the charges B, which includes the phase of the half-cell offset.

```lean
/-- Plane-wave displacement with amplitude `A` and wave number `q` (lattice constant one). -/
def planeWave (A : ℂ) (q : ℝ) (n : ℤ) : ℂ := A * Complex.exp (q * Complex.I * n)
```

The claimed result of the elimination is D(q), without the mass factor: ions of mass M would have ω² = D(q)/M.

```lean
/-- The effective dynamical matrix of the ions (without the mass factor). -/
def dynamical (k g q : ℝ) : ℝ :=
  2 * k - k ^ 2 * (1 + Real.cos q) / (k + g - g * Real.cos q)
```

Write S = √(k² + 2kg) and r = (k + g − S)/g. In Lean r is `bondDecay k g`.

```lean
/-- The ratio `r` by which the effective interaction falls off per lattice constant. -/
def bondDecay (k g : ℝ) : ℝ := (k + g - Real.sqrt (k ^ 2 + 2 * k * g)) / g
```

The effective springs are K_m = k(1 − r²)r^m/2. The index starts at m = 0, and K_m joins ions at distance m + 1.

```lean
/-- Effective spring between an ion and its neighbour at distance `m + 1`. -/
def effectiveSpring (k g : ℝ) (m : ℕ) : ℝ :=
  k * (1 - bondDecay k g ^ 2) / 2 * bondDecay k g ^ m
```

Throughout, k > 0 and g > 0 stand for restoring springs. The massless charges model electrons that follow the ions adiabatically. In this one-dimensional harmonic model, removing such fast coordinates turns springs between neighbours into force constants that reach every distance, with geometrically decaying strength.

## Problems

**(a)** Show that E(q) = k + g − g cos q is positive.

Since cos q ≤ 1, E = k + g(1 − cos q) ≥ k > 0.

```lean
lemma stiffness_pos {k g : ℝ} (hk : 0 < k) (hg : 0 < g) (q : ℝ) :
    0 < k + g - g * Real.cos q := by
  nlinarith [mul_nonneg hg.le (sub_nonneg.2 (Real.cos_le_one q))]
```

**(b)** Conclude that E, read as a complex number, is nonzero.

A nonzero real number stays nonzero in ℂ.

```lean
lemma stiffness_ne {k g : ℝ} (hk : 0 < k) (hg : 0 < g) (q : ℝ) :
    (k : ℂ) + g - g * (Real.cos q : ℝ) ≠ 0 := by
  have h := Complex.ofReal_ne_zero.2 (stiffness_pos hk hg q).ne'
  simpa only [Complex.ofReal_sub, Complex.ofReal_add, Complex.ofReal_mul] using h
```

**(c)** How does a plane wave change one site to the right?

exp(iq(n + 1)) = exp(iqn) exp(iq), so it gains the factor exp(iq).

```lean
lemma planeWave_succ (A : ℂ) (q : ℝ) (n : ℤ) :
    planeWave A q (n + 1) = planeWave A q n * Complex.exp (q * Complex.I) := by
  unfold planeWave
  rw [mul_assoc A, ← Complex.exp_add]
  congr 2
  push_cast
  ring
```

**(d)** And one site to the left?

It gains exp(−iq).

```lean
lemma planeWave_pred (A : ℂ) (q : ℝ) (n : ℤ) :
    planeWave A q (n - 1) = planeWave A q n * Complex.exp (-q * Complex.I) := by
  unfold planeWave
  rw [mul_assoc A, ← Complex.exp_add]
  congr 2
  push_cast
  ring
```

**(e)** Add the two factors.

exp(iq) + exp(−iq) = 2 cos q.

```lean
lemma exp_add_exp (q : ℝ) : Complex.exp (q * Complex.I) + Complex.exp (-q * Complex.I)
    = 2 * ((Real.cos q : ℝ) : ℂ) := by
  rw [Complex.ofReal_cos, Complex.cos]
  ring
```

**(f)** For which B are all charges force-free?

Inserting the waves and using (c) to (e), the force on charge n is

[k(1 + exp(iq))U − 2E B] exp(iqn).

The exponential never vanishes, so the force is zero for all n exactly when

B = k(1 + exp(iq))U/(2E).

The adiabatic condition can therefore be met for every q and U. In the proof, `key` is the bracketed formula; one direction evaluates it at n = 0, the other inserts B.

```lean
/-- In a plane wave all bond charges are force-free exactly when their amplitude `B` has
one definite value, proportional to the ion amplitude `U`. -/
theorem charge_equilibrium_iff {k g : ℝ} (hk : 0 < k) (hg : 0 < g) (q : ℝ) (U B : ℂ) :
    (∀ n, chargeForce k g (planeWave U q) (planeWave B q) n = 0) ↔
      B = k * (1 + Complex.exp (q * Complex.I)) * U /
        (2 * ((k : ℂ) + g - g * (Real.cos q : ℝ))) := by
  have hne := mul_ne_zero (two_ne_zero (α := ℂ)) (stiffness_ne hk hg q)
  have key : ∀ n : ℤ, chargeForce k g (planeWave U q) (planeWave B q) n =
      (k * (1 + Complex.exp (q * Complex.I)) * U
        - 2 * ((k : ℂ) + g - g * (Real.cos q : ℝ)) * B)
        * Complex.exp (q * Complex.I * n) := by
    intro n
    unfold chargeForce
    rw [planeWave_succ, planeWave_succ, planeWave_pred]
    simp only [planeWave]
    linear_combination g * B * Complex.exp (q * Complex.I * n) * exp_add_exp q
  constructor
  · intro h
    have h0 := h 0
    rw [key] at h0
    have h1 := (mul_eq_zero.1 h0).resolve_right (Complex.exp_ne_zero _)
    rw [eq_div_iff hne]
    linear_combination -h1
  · intro hB n
    have h1 := (eq_div_iff hne).1 hB
    rw [key]
    linear_combination -Complex.exp (q * Complex.I * n) * h1
```

Giving the charge wave its true position, b_n = B′ exp(iq(n + ½)), would make the ratio real, B′ = k cos(q/2) U/E, and leave D(q) unchanged.

**(g)** Find the force on the ions when the charges are force-free.

The charge to the left carries exp(−iq), so the force on ion n is

[k(1 + exp(−iq))B − 2kU] exp(iqn).

Insert B and use (1 + exp(iq))(1 + exp(−iq)) = 2(1 + cos q):

[k²(1 + cos q)/E − 2k] U exp(iqn) = −D(q) u_n.

Writing exp(+iq) for the left charge by mistake would make D complex unless q is a multiple of π. Lean multiplies the claim by E and combines the equilibrium equation `hn` with the two exponential identities `hc` and `hee`.

```lean
/-- Elimination of the bond charges: when they are force-free, the force on each ion
in a plane wave is `-D(q)` times its displacement. -/
theorem ionForce_eq {k g : ℝ} (hk : 0 < k) (hg : 0 < g) (q : ℝ) (U B : ℂ)
    (h : ∀ n, chargeForce k g (planeWave U q) (planeWave B q) n = 0) (n : ℤ) :
    ionForce k (planeWave U q) (planeWave B q) n
      = -(dynamical k g q : ℂ) * planeWave U q n := by
  have hreal : dynamical k g q * (k + g - g * Real.cos q)
      = 2 * k * (k + g - g * Real.cos q) - k ^ 2 * (1 + Real.cos q) := by
    unfold dynamical
    rw [sub_mul, div_mul_cancel₀ _ (stiffness_pos hk hg q).ne']
  have hD := congrArg (fun x : ℝ => (x : ℂ)) hreal
  simp only [Complex.ofReal_mul, Complex.ofReal_sub, Complex.ofReal_add, Complex.ofReal_pow,
    Complex.ofReal_one, Complex.ofReal_ofNat] at hD
  have hee : Complex.exp (q * Complex.I) * Complex.exp (-q * Complex.I) = 1 := by
    rw [← Complex.exp_add, neg_mul, add_neg_cancel, Complex.exp_zero]
  have hc := exp_add_exp q
  have hn := h n
  unfold chargeForce at hn
  rw [planeWave_succ, planeWave_succ, planeWave_pred] at hn
  unfold ionForce
  rw [planeWave_pred]
  apply mul_left_cancel₀ (stiffness_ne hk hg q)
  -- insert the charge displacement from the equilibrium condition
  linear_combination planeWave U q n * hD
    - k * (1 + Complex.exp (-q * Complex.I)) / 2 * hn
    + k * (1 + Complex.exp (-q * Complex.I)) / 2 * g * planeWave B q n * hc
    + k ^ 2 * planeWave U q n / 2 * hc + k ^ 2 * planeWave U q n / 2 * hee
```

**(h)** Clear the denominator in r.

g r = k + g − S.

```lean
lemma mul_bondDecay {k g : ℝ} (hg : 0 < g) :
    g * bondDecay k g = k + g - Real.sqrt (k ^ 2 + 2 * k * g) := by
  unfold bondDecay
  rw [mul_comm, div_mul_cancel₀ _ hg.ne']
```

**(i)** Show that r is the only root of g x² − 2(k + g)x + g in (0, 1).

From k² < k² + 2kg < (k + g)² follows k < S < k + g, hence 0 < r < 1. Squaring g r − (k + g) = −S and dividing by g gives the quadratic. If x is another root in the interval, subtracting the two equations gives

(x − r)(g(x + r) − 2(k + g)) = 0.

The second factor is below 2g − 2(k + g) = −2k < 0, so x = r.

```lean
/-- The decay ratio is the one and only root of `g r² - 2(k + g) r + g` between 0 and 1. -/
theorem bondDecay_iff {k g : ℝ} (hk : 0 < k) (hg : 0 < g) (x : ℝ) :
    (0 < x ∧ x < 1 ∧ g * x ^ 2 - 2 * (k + g) * x + g = 0) ↔ x = bondDecay k g := by
  have hkg := mul_pos hk hg
  have hs : Real.sqrt (k ^ 2 + 2 * k * g) ^ 2 = k ^ 2 + 2 * k * g :=
    Real.sq_sqrt (by positivity)
  have hlo : k < Real.sqrt (k ^ 2 + 2 * k * g) := Real.lt_sqrt_of_sq_lt (by nlinarith)
  have hhi : Real.sqrt (k ^ 2 + 2 * k * g) < k + g :=
    (Real.sqrt_lt' (by positivity)).2 (by nlinarith [pow_pos hg 2])
  have hm := mul_bondDecay (k := k) hg
  have h0 : 0 < bondDecay k g := div_pos (by linarith) hg
  have h1 : bondDecay k g < 1 := (div_lt_one hg).2 (by linarith)
  have hR : g * bondDecay k g ^ 2 - 2 * (k + g) * bondDecay k g + g = 0 := by
    apply mul_left_cancel₀ hg.ne'
    linear_combination (g * bondDecay k g - (k + g)
      - Real.sqrt (k ^ 2 + 2 * k * g)) * hm + hs
  constructor
  · rintro ⟨_, hx1, hx⟩
    have hprod : (x - bondDecay k g) * (g * (x + bondDecay k g) - 2 * (k + g)) = 0 := by
      linear_combination hx - hR
    have hneg : g * (x + bondDecay k g) - 2 * (k + g) ≠ 0 := by
      have a1 := mul_lt_mul_of_pos_left hx1 hg
      have a2 := mul_lt_mul_of_pos_left h1 hg
      apply ne_of_lt
      linarith
    exact sub_eq_zero.1 ((mul_eq_zero.1 hprod).resolve_right hneg)
  · rintro rfl
    exact ⟨h0, h1, hR⟩
```

**(j)** Let r be any real number with 0 ≤ r < 1, not only the ratio defined above. Sum rⁿ cos nq over n ≥ 1.

Put z = r exp(iq). Then Σ_{n≥0} zⁿ = 1/(1 − z), with real part

(1 − r cos q)/(1 − 2r cos q + r²).

Subtract the term n = 0, which is 1. Lean takes the same route: `hre` identifies the real parts, and `e` computes that of 1/(1 − z).

```lean
/-- Closed form of the damped cosine series `∑ rⁿ cos nq` over `n ≥ 1`. -/
theorem hasSum_damped_cos {r : ℝ} (h0 : 0 ≤ r) (h1 : r < 1) (q : ℝ) :
    HasSum (fun n : ℕ => r ^ (n + 1) * Real.cos ((n + 1) * q))
      ((1 - r * Real.cos q) / (1 - 2 * r * Real.cos q + r ^ 2) - 1) := by
  obtain ⟨z, hz⟩ : ∃ z : ℂ, z = (r : ℂ) * Complex.exp (q * Complex.I) := ⟨_, rfl⟩
  have hnorm : ‖z‖ < 1 := by
    rw [hz, norm_mul, Complex.norm_exp_ofReal_mul_I, mul_one, Complex.norm_real,
      Real.norm_of_nonneg h0]
    exact h1
  have hre : ∀ n : ℕ, (z ^ n).re = r ^ n * Real.cos (n * q) := by
    intro n
    have h : z ^ n = ((r ^ n : ℝ) : ℂ) * Complex.exp (((n * q : ℝ) : ℂ) * Complex.I) := by
      rw [hz, mul_pow, ← Complex.exp_nat_mul]
      push_cast
      ring_nf
    rw [h, Complex.re_ofReal_mul, Complex.exp_ofReal_mul_I_re]
  have hzre : z.re = r * Real.cos q := by simpa using hre 1
  have hzim : z.im = r * Real.sin q := by
    rw [hz, Complex.im_ofReal_mul, Complex.exp_ofReal_mul_I_im]
  have e : ((1 - z)⁻¹).re
      = (1 - r * Real.cos q) / (1 - 2 * r * Real.cos q + r ^ 2) := by
    rw [Complex.inv_re, Complex.normSq_apply]
    simp only [Complex.sub_re, Complex.sub_im, Complex.one_re, Complex.one_im, hzre, hzim]
    congr 1
    linear_combination r ^ 2 * Real.sin_sq_add_cos_sq q
  -- real part of the geometric series, then drop the term n = 0
  have h2 : HasSum (fun n : ℕ => r ^ n * Real.cos (n * q))
      ((1 - r * Real.cos q) / (1 - 2 * r * Real.cos q + r ^ 2)) := by
    rw [← e, show (fun n : ℕ => r ^ n * Real.cos (n * q)) = fun n => (z ^ n).re from
      funext fun n => (hre n).symm]
    exact Complex.reCLM.hasSum (hasSum_geometric_of_norm_lt_one hnorm)
  have h3 := (hasSum_nat_add_iff' 1).mpr h2
  simpa using h3
```

**(k)** Show that d = 1 − 2r cos q + r² is positive for any r with 0 < r < 1.

d = (1 − r)² + 2r(1 − cos q) > 0.

```lean
lemma denom_pos {r : ℝ} (h0 : 0 < r) (h1 : r < 1) (q : ℝ) :
    0 < 1 - 2 * r * Real.cos q + r ^ 2 := by
  nlinarith [mul_nonneg h0.le (sub_nonneg.2 (Real.cos_le_one q)), pow_pos (sub_pos.2 h1) 2]
```

**(l)** Expand 1/E in cosines.

By (j), 1 + 2 Σ_{n≥1} rⁿ cos nq = 2(1 − r cos q)/d − 1 = (1 − r²)/d. The quadratic in (i) gives g d = 2rE, and with (h) also g(1 − r²) = 2rS. Hence (1 − r²)/d = S/E, and

1/E = (1 + 2 Σ_{n≥1} rⁿ cos nq)/S.

Lean's sum starts at n = 0, so exponent and cosine carry n + 1. Summability is stated separately because `∑'` returns 0 for a series that does not converge.

```lean
/-- The cosine series with coefficients `bondDecay k g ^ (n + 1)` converges, and it gives `1 / (k +
g - g cos q)` in closed form. -/
theorem inverse_stiffness_series {k g : ℝ} (hk : 0 < k) (hg : 0 < g) (q : ℝ) :
    Summable (fun n : ℕ => bondDecay k g ^ (n + 1) * Real.cos ((n + 1) * q)) ∧
    1 / (k + g - g * Real.cos q) =
      (1 + 2 * ∑' n : ℕ, bondDecay k g ^ (n + 1) * Real.cos ((n + 1) * q))
        / Real.sqrt (k ^ 2 + 2 * k * g) := by
  obtain ⟨h0, h1, hR⟩ := (bondDecay_iff hk hg _).2 rfl
  have hsum := hasSum_damped_cos h0.le h1 q
  refine ⟨hsum.summable, ?_⟩
  have hS : 0 < Real.sqrt (k ^ 2 + 2 * k * g) := Real.sqrt_pos.2 (by positivity)
  have hm := mul_bondDecay (k := k) hg
  have hE := stiffness_pos hk hg q
  have hd := denom_pos h0 h1 q
  rw [hsum.tsum_eq]
  generalize Real.sqrt (k ^ 2 + 2 * k * g) = S at *
  generalize bondDecay k g = r at *
  have hy := div_mul_cancel₀ (1 - r * Real.cos q) hd.ne'
  generalize (1 - r * Real.cos q) / (1 - 2 * r * Real.cos q + r ^ 2) = y at *
  have hS' : S = k + g - g * r := by linarith
  rw [div_eq_div_iff hE.ne' hS.ne', hS']
  apply mul_left_cancel₀ (mul_pos hg hd).ne'
  linear_combination (-(k + g - g * Real.cos q) + (k + g - g * r)) * hR
    - 2 * g * (k + g - g * Real.cos q) * hy
```

**(m)** Show that every K_m is positive and that D(q) = Σ_{m≥0} 2K_m(1 − cos((m + 1)q)).

Positivity follows from k > 0 and 0 < r < 1. For the sum, set A = k(1 − r²)/r, so that 2K_m = A r^(m+1). Subtracting the series (j) at q from the one at zero gives

A[1/(1 − r) − (1 − r cos q)/d] = k(1 + r)²(1 − cos q)/d.

Now g d = 2rE and g(1 + r)² = 2r(k + 2g) turn this into k(k + 2g)(1 − cos q)/E, which is D(q) over a common denominator. In Lean, `hf` rewrites the terms, `eA` is the displayed equation and `eD` the last form of D.

```lean
/-- Every `K_m = effectiveSpring k g m` is positive, and for every `q` the sum of `2 K_m (1 - cos
((m + 1) q))` over all `m ≥ 0` converges to `dynamical k g q`. -/
theorem infinite_range_springs {k g : ℝ} (hk : 0 < k) (hg : 0 < g) :
    (∀ m, 0 < effectiveSpring k g m) ∧
    ∀ q : ℝ, HasSum
      (fun m : ℕ => 2 * effectiveSpring k g m * (1 - Real.cos ((m + 1) * q)))
      (dynamical k g q) := by
  obtain ⟨h0, h1, hR⟩ := (bondDecay_iff hk hg _).2 rfl
  simp only [effectiveSpring]
  generalize bondDecay k g = r at *
  have h1r : 0 < 1 - r := sub_pos.2 h1
  constructor
  · intro m
    have h2 : 0 < 1 - r ^ 2 := by nlinarith
    positivity
  intro q
  obtain ⟨A, hA⟩ : ∃ A : ℝ, A * r = k * (1 - r ^ 2) := ⟨_, div_mul_cancel₀ _ h0.ne'⟩
  -- subtract the series at q from the series at zero wave number
  have h := ((hasSum_damped_cos h0.le h1 0).sub (hasSum_damped_cos h0.le h1 q)).mul_left A
  have hf : (fun m : ℕ => 2 * (k * (1 - r ^ 2) / 2 * r ^ m) * (1 - Real.cos ((m + 1) * q)))
      = fun m : ℕ => A * (r ^ (m + 1) * Real.cos ((m + 1) * 0)
        - r ^ (m + 1) * Real.cos ((m + 1) * q)) := by
    funext m
    rw [mul_zero, Real.cos_zero]
    linear_combination -(r ^ m * (1 - Real.cos ((m + 1) * q))) * hA
  have hv : dynamical k g q
      = A * ((1 - r * Real.cos 0) / (1 - 2 * r * Real.cos 0 + r ^ 2) - 1
        - ((1 - r * Real.cos q) / (1 - 2 * r * Real.cos q + r ^ 2) - 1)) := by
    have hE := stiffness_pos hk hg q
    have hd0 := denom_pos h0 h1 q
    have e1 : (1 - r * 1) / (1 - 2 * r * 1 + r ^ 2) = 1 / (1 - r) := by
      rw [show 1 - 2 * r * 1 + r ^ 2 = (1 - r) ^ 2 by ring,
        div_eq_div_iff (pow_ne_zero 2 h1r.ne') h1r.ne']
      ring
    have eD : dynamical k g q
        = k * (k + 2 * g) * (1 - Real.cos q) / (k + g - g * Real.cos q) := by
      unfold dynamical
      rw [eq_div_iff hE.ne', sub_mul, div_mul_cancel₀ _ hE.ne']
      ring
    rw [Real.cos_zero, e1, eD]
    obtain ⟨d, hd⟩ : ∃ d, d = 1 - 2 * r * Real.cos q + r ^ 2 := ⟨_, rfl⟩
    rw [← hd] at hd0 ⊢
    have eA : A * (1 / (1 - r) - 1 - ((1 - r * Real.cos q) / d - 1))
        = k * (1 + r) ^ 2 * (1 - Real.cos q) / d := by
      rw [eq_div_iff hd0.ne']
      have hp := div_mul_cancel₀ (1 : ℝ) h1r.ne'
      have hy := div_mul_cancel₀ (1 - r * Real.cos q) hd0.ne'
      generalize 1 / (1 - r) = p at hp ⊢
      generalize (1 - r * Real.cos q) / d = y at hy ⊢
      linear_combination A * p * hd - A * hy + A * (1 - r * Real.cos q) * hp
        + p * (1 + r) * (1 - Real.cos q) * hA
        + k * (1 + r) ^ 2 * (1 - Real.cos q) * hp
    rw [eA, div_eq_div_iff hE.ne' hd0.ne']
    apply mul_left_cancel₀ hg.ne'
    linear_combination
      k * (1 - Real.cos q) * (k + 2 * g - (k + g - g * Real.cos q)) * hR
        + g * k * (k + 2 * g) * (1 - Real.cos q) * hd
  rw [hf, hv]
  exact h

end

end BondChargeChain
```

The sum is the dynamical matrix of a chain of ions joined directly by the springs K_m. Their range is infinite in that none vanishes, though they decay geometrically. The comparison is made wave by wave, through D(q), and not for arbitrary displacement patterns.

```lean
#print axioms BondChargeChain.charge_equilibrium_iff
#print axioms BondChargeChain.ionForce_eq
#print axioms BondChargeChain.inverse_stiffness_series
#print axioms BondChargeChain.infinite_range_springs
```

```
'BondChargeChain.charge_equilibrium_iff' depends on axioms: [propext, Classical.choice, Quot.sound]
'BondChargeChain.ionForce_eq' depends on axioms: [propext, Classical.choice, Quot.sound]
'BondChargeChain.inverse_stiffness_series' depends on axioms: [propext, Classical.choice, Quot.sound]
'BondChargeChain.infinite_range_springs' depends on axioms: [propext, Classical.choice, Quot.sound]
```
